# Free-electron thermionic emission with Fermi statistics lies within a fraction $e^{-W/T}/4$ of the Richardson value

Take a free-electron metal at temperature $T>0$, with $k_B=1$, and a barrier $W$ measured from the Fermi level. Leaving out the constant prefactor of the current density, the emission integral does not exceed the Richardson value $T^2e^{-W/T}$, and its relative shortfall is at most a quarter of the Boltzmann factor $e^{-W/T}$.

A hot metal emits those electrons whose motion towards the surface carries enough energy to pass the barrier. Richardson's formula counts them with Boltzmann statistics, although electrons obey Fermi statistics. The problems below bound the difference.

Energies are measured from the Fermi level, so $W$ is the work function, often written $\phi$. With $k_B=1$, $T$ is an energy.

```lean
import Mathlib

open MeasureTheory Set Filter Real Topology

namespace ThermionicEmission

noncomputable section
```

The Fermi occupation is $f(E)=1/(e^{E/T}+1)$, where $E$ is the total energy of a state.

```lean
/-- Fermi occupation at energy `E` from the Fermi level and temperature `T ≠ 0`, with `k_B = 1`. -/
def fermi (T E : ℝ) : ℝ := 1 / (exp (E / T) + 1)
```

The supply function is $s(E)=T\ln(1+e^{-E/T})$. Here $E$ is the normal energy, the part belonging to motion perpendicular to the surface.

```lean
/-- Supply function at normal energy `E` and temperature `T > 0`, without its constant prefactor. -/
def supply (T E : ℝ) : ℝ := T * log (1 + exp (-E / T))
```

The emission integral is $J=\int_W^\infty s(E)\,dE$, written `emission T W`; `Ioi W` is the half-line $E>W$.

```lean
/-- Emission integral: the supply function integrated over all normal energies above the barrier
`W`, at temperature `T > 0`. -/
def emission (T W : ℝ) : ℝ := ∫ E in Ioi W, supply T E
```

For a free-electron metal the current density is $(4\pi mq/h^3)J$, with $m$ the electron's mass, $q$ the magnitude of its charge and $h$ Planck's constant. Identifying this with a measured current assumes that every electron above the barrier escapes and none below it does, which the theorems do not address.

## (a) Slope of the Boltzmann factor

Differentiate the Boltzmann factor with respect to energy:
$$\frac{d}{dE}e^{-E/T}=e^{-E/T}\left(-\frac1T\right).$$

**Solution.** The exponent has slope $-1/T$, and the chain rule gives the result. `HasDerivAt` states that the derivative exists and has the given value.

```lean
lemma hasDerivAt_boltzmann (T E : ℝ) :
    HasDerivAt (fun x : ℝ => exp (-x / T)) (exp (-E / T) * (-1 / T)) E :=
  ((hasDerivAt_id' E).fun_neg.div_const T).exp
```

## (b) High energies

Find the limit of the Boltzmann factor for $T>0$:
$$\lim_{E\to\infty}e^{-E/T}=0.$$

**Solution.** Since $T>0$, the exponent tends to $-\infty$.

```lean
lemma tendsto_boltzmann {T : ℝ} (hT : 0 < T) :
    Tendsto (fun E : ℝ => exp (-E / T)) atTop (𝓝 0) :=
  tendsto_exp_atBot.comp (tendsto_neg_atTop_atBot.atBot_div_const hT)
```

## (c) Slope of the supply function

Show that the supply function falls at the rate of the occupation:
$$s'(E)=-f(E).$$

**Solution.** By (a),
$$s'(E)=T\,\frac{e^{-E/T}(-1/T)}{1+e^{-E/T}}=-\frac{e^{-E/T}}{1+e^{-E/T}}=-\frac1{e^{E/T}+1}.$$
The last step multiplies numerator and denominator by $e^{E/T}$; in Lean it is `hf`.

```lean
/-- For `T > 0`, the supply function falls with energy at a rate given by the Fermi occupation. -/
theorem hasDerivAt_supply {T : ℝ} (hT : 0 < T) (E : ℝ) :
    HasDerivAt (supply T) (-fermi T E) E := by
  have hp : 1 + exp (-E / T) ≠ 0 := by positivity
  have h : HasDerivAt (supply T) (T * (exp (-E / T) * (-1 / T) / (1 + exp (-E / T)))) E :=
    (((hasDerivAt_boltzmann T E).const_add 1).log hp).const_mul T
  have hf : fermi T E = exp (-E / T) / (1 + exp (-E / T)) := by
    have he : exp (-E / T) * exp (E / T) = 1 := by
      rw [← exp_add, neg_div, neg_add_cancel, exp_zero]
    have hq : exp (E / T) + 1 ≠ 0 := by positivity
    unfold fermi
    rw [div_eq_div_iff hq hp]
    linear_combination -he
  refine h.congr_deriv ?_
  rw [hf]
  field_simp
```

## (d) Origin of the logarithm

At fixed normal energy $E$, sum the occupation over all total energies $\varepsilon>E$, the excess being transverse kinetic energy, in which free electrons have a constant density of states:
$$\int_E^\infty f(\varepsilon)\,d\varepsilon=s(E).$$

**Solution.** By (c), $-s$ is an antiderivative of $f$. By (b), it tends to $-T\ln 1=0$. The integral is therefore $0-(-s(E))=s(E)$. Because $f\ge0$, the finite limit also gives integrability.

```lean
/-- For `T > 0`, the Fermi occupation is integrable over the total energies above `E`, and its
integral is the supply function at `E`. -/
theorem integral_fermi {T : ℝ} (hT : 0 < T) (E : ℝ) :
    IntegrableOn (fermi T) (Ioi E) ∧ ∫ e in Ioi E, fermi T e = supply T E := by
  have hd : ∀ x ∈ Ici E, HasDerivAt (fun y => -supply T y) (fermi T x) x := fun x _ =>
    (hasDerivAt_supply hT x).fun_neg.congr_deriv (neg_neg _)
  have hpos : ∀ x ∈ Ioi E, 0 ≤ fermi T x := fun x _ => by unfold fermi; positivity
  have hl : Tendsto (fun y => -(T * log (1 + exp (-y / T)))) atTop
      (𝓝 (-(T * log (1 + 0)))) :=
    ((((tendsto_boltzmann hT).const_add 1).log (by norm_num)).const_mul T).neg
  rw [add_zero, log_one, mul_zero, neg_zero] at hl
  refine ⟨integrableOn_Ioi_deriv_of_nonneg' hd hpos hl, ?_⟩
  rw [integral_Ioi_of_hasDerivAt_of_nonneg' hd hpos hl]
  ring
```

## (e) Boltzmann tails

For each integer $k\ge1$, integrate the $k$-th power above the barrier:
$$\int_W^\infty (e^{-E/T})^k\,dE=\frac Tk\,(e^{-W/T})^k.$$

**Solution.** By (a), $-(T/k)(e^{-E/T})^k$ has derivative $(e^{-E/T})^k$. It vanishes at infinity, so only the lower limit contributes.

```lean
/-- For `T > 0`, every positive power `k` of the Boltzmann factor is integrable above `W`, with
integral `(T / k) exp(-W/T)^k`. -/
theorem boltzmann_tail {T : ℝ} (hT : 0 < T) (W : ℝ) {k : ℕ} (hk : k ≠ 0) :
    IntegrableOn (fun E => exp (-E / T) ^ k) (Ioi W) ∧
      ∫ E in Ioi W, exp (-E / T) ^ k = T / k * exp (-W / T) ^ k := by
  have hk' : (k : ℝ) ≠ 0 := Nat.cast_ne_zero.2 hk
  have hd : ∀ E ∈ Ici W,
      HasDerivAt (fun x => -(T / k) * exp (-x / T) ^ k) (exp (-E / T) ^ k) E := by
    intro E _
    refine (((hasDerivAt_boltzmann T E).fun_pow k).const_mul (-(T / k))).congr_deriv ?_
    rw [← pow_sub_one_mul hk (exp (-E / T))]
    generalize exp (-E / T) ^ (k - 1) = a
    generalize exp (-E / T) = b
    field_simp
  have hpos : ∀ E ∈ Ioi W, 0 ≤ exp (-E / T) ^ k := fun E _ => by positivity
  have hl := ((tendsto_boltzmann hT).pow k).const_mul (-(T / k))
  rw [zero_pow hk, mul_zero] at hl
  refine ⟨integrableOn_Ioi_deriv_of_nonneg' hd hpos hl, ?_⟩
  rw [integral_Ioi_of_hasDerivAt_of_nonneg' hd hpos hl]
  ring
```

## (f) The logarithm from below

For $x\ge0$, show
$$x-\frac{x^2}2\le\ln(1+x).$$

**Solution.** The function $\ln(1+x)-2x/(x+2)$ vanishes at $0$ and has derivative
$$\frac1{1+x}-\frac4{(x+2)^2}=\frac{x^2}{(1+x)(x+2)^2}\ge0,$$
so $2x/(x+2)\le\ln(1+x)$, a bound Lean takes from Mathlib. Moreover $(x-x^2/2)(x+2)=2x-x^3/2\le2x$. Dividing by $x+2$ finishes the argument.

```lean
lemma log_lower {x : ℝ} (hx : 0 ≤ x) : x - x ^ 2 / 2 ≤ log (1 + x) := by
  refine le_trans ?_ (le_log_one_add_of_nonneg hx)
  rw [le_div_iff₀ (by positivity)]
  nlinarith [pow_nonneg hx 3]
```

## (g) The logarithm from above

For $x\ge0$, show
$$\ln(1+x)\le x-\frac{x^2}2+\frac{x^3}3.$$

**Solution.** The right side minus the left vanishes at $0$. Since $(1-y+y^2)(1+y)=1+y^3$, its derivative at $y\ge0$ is
$$1-y+y^2-\frac1{1+y}=\frac{y^3}{1+y}\ge0.$$
The difference is therefore non-decreasing, which is `hm` in Lean.

```lean
lemma log_upper {x : ℝ} (hx : 0 ≤ x) : log (1 + x) ≤ x - x ^ 2 / 2 + x ^ 3 / 3 := by
  -- the difference of the two sides has derivative y³/(1+y)
  have hd : ∀ y ∈ Ici (0 : ℝ), HasDerivAt
      (fun y : ℝ => y - y ^ 2 / 2 + y ^ 3 / 3 - log (1 + y)) (y ^ 3 / (1 + y)) y := by
    intro y hy
    have hy0 : 0 ≤ y := hy
    have hne : 1 + y ≠ 0 := by positivity
    have hq : y ^ 3 / (1 + y) = 1 - y + y ^ 2 - 1 / (1 + y) := by
      rw [eq_sub_iff_add_eq, ← add_div, div_eq_iff hne]
      ring
    have h := (((hasDerivAt_id' y).fun_sub (((hasDerivAt_id' y).fun_pow 2).div_const 2)).fun_add
      (((hasDerivAt_id' y).fun_pow 3).div_const 3)).fun_sub
      (((hasDerivAt_id' y).const_add 1).log hne)
    refine h.congr_deriv ?_
    rw [hq]
    norm_num
  have hm := monotoneOn_of_deriv_nonneg (convex_Ici 0)
    (fun y hy => (hd y hy).continuousAt.continuousWithinAt)
    (fun y hy => (hd y (interior_subset hy)).differentiableAt.differentiableWithinAt)
    (fun y hy => by
      have hy0 : 0 ≤ y := interior_subset hy
      rw [(hd y hy0).deriv]
      positivity)
  have h0 := hm (mem_Ici.2 le_rfl) (mem_Ici.2 hx) hx
  norm_num at h0
  linarith
```

## (h) A finite emission integral

Show that the supply function is integrable above any barrier:
$$\int_W^\infty|s(E)|\,dE<\infty.$$

**Solution.** From $0\le\ln(1+x)\le x$ for $x\ge0$ follows $0\le s(E)\le Te^{-E/T}$. The upper function is integrable by (e), and $s$ is continuous by (c). Lean assigns the value zero to the integral of a non-integrable function, so this step ensures that $J$ has its intended meaning.

```lean
/-- For `T > 0`, the supply function is integrable over the energies above any barrier `W`. -/
theorem integrableOn_supply {T : ℝ} (hT : 0 < T) (W : ℝ) :
    IntegrableOn (supply T) (Ioi W) := by
  have hc : Continuous (supply T) :=
    continuous_iff_continuousAt.2 fun E => (hasDerivAt_supply hT E).continuousAt
  refine Integrable.mono' ((boltzmann_tail hT W one_ne_zero).1.const_mul T)
    hc.aestronglyMeasurable (Eventually.of_forall fun E => ?_)
  have he := exp_pos (-E / T)
  have h0 : 0 ≤ log (1 + exp (-E / T)) := log_nonneg (by linarith)
  have h1 := log_le_sub_one_of_pos (show 0 < 1 + exp (-E / T) by positivity)
  rw [norm_of_nonneg (show 0 ≤ supply T E from mul_nonneg hT.le h0), pow_one]
  exact mul_le_mul_of_nonneg_left (by linarith) hT.le
```

## (i) Integrating a cubic

Write $b=e^{-E/T}$ and $z=e^{-W/T}$. For any real $c$, show
$$\int_W^\infty T\left(b-\tfrac12b^2+cb^3\right)dE=T^2\left(z-\frac{z^2}4+\frac{cz^3}3\right).$$

**Solution.** Part (e) with $k=1,2,3$ gives
$$T\left(Tz-\frac12\cdot\frac T2z^2+c\,\frac T3z^3\right),$$
which is the right side.

```lean
lemma integral_cubic {T : ℝ} (hT : 0 < T) (W c : ℝ) :
    IntegrableOn (fun E => T * (exp (-E / T) ^ 1 - 1 / 2 * exp (-E / T) ^ 2
      + c * exp (-E / T) ^ 3)) (Ioi W) ∧
    ∫ E in Ioi W, T * (exp (-E / T) ^ 1 - 1 / 2 * exp (-E / T) ^ 2 + c * exp (-E / T) ^ 3)
      = T ^ 2 * (exp (-W / T) - exp (-W / T) ^ 2 / 4 + c * exp (-W / T) ^ 3 / 3) := by
  obtain ⟨h1, i1⟩ := boltzmann_tail hT W one_ne_zero
  obtain ⟨h2, i2⟩ := boltzmann_tail hT W two_ne_zero
  obtain ⟨h3, i3⟩ := boltzmann_tail hT W three_ne_zero
  have g2 : IntegrableOn (fun E => 1 / 2 * exp (-E / T) ^ 2) (Ioi W) := h2.const_mul _
  have g3 : IntegrableOn (fun E => c * exp (-E / T) ^ 3) (Ioi W) := h3.const_mul _
  have g : IntegrableOn (fun E => exp (-E / T) ^ 1 - 1 / 2 * exp (-E / T) ^ 2) (Ioi W) :=
    h1.sub g2
  refine ⟨(g.add g3).const_mul T, ?_⟩
  rw [integral_const_mul, integral_add g g3, integral_sub h1 g2, integral_const_mul,
    integral_const_mul, i1, i2, i3]
  push_cast
  ring
```

## (j) Bounds on the emission

For $T>0$ and every real $W$, show
$$T^2z\left(1-\frac z4\right)\le J\le T^2z.$$

**Solution.** Part (f) with $x=b$ gives $s\ge T(b-b^2/2)$; integrate using (i) with $c=0$. For the upper bound, integrate $s\le Tb$ using (e) with $k=1$. `setIntegral_mono` carries each pointwise inequality to the integrals.

When a computed work function is inserted into Richardson's formula, the lower bound limits the error that comes from using Boltzmann instead of Fermi statistics in this model. For $W=4.5$ eV at $2500$ K, $k_BT\approx0.215$ eV and $z\approx8.5\times10^{-10}$, so Fermi statistics changes $J$ by at most about two parts in $10^{10}$.

```lean
/-- For `T > 0`, the emission integral with Fermi statistics is at most the Richardson value
`T² exp(-W/T)`, and falls short of it by at most the fraction `exp(-W/T)/4` of that value. -/
theorem emission_bounds {T : ℝ} (hT : 0 < T) (W : ℝ) :
    T ^ 2 * exp (-W / T) * (1 - exp (-W / T) / 4) ≤ emission T W ∧
      emission T W ≤ T ^ 2 * exp (-W / T) := by
  constructor
  · obtain ⟨h, i⟩ := integral_cubic hT W 0
    have hm := setIntegral_mono h (integrableOn_supply hT W) (fun E =>
      mul_le_mul_of_nonneg_left (by linarith [log_lower (exp_pos (-E / T)).le]) hT.le)
    rw [i] at hm
    unfold emission
    linarith
  · obtain ⟨h, i⟩ := boltzmann_tail hT W one_ne_zero
    have hm := setIntegral_mono (integrableOn_supply hT W) (h.const_mul T) (fun E =>
      mul_le_mul_of_nonneg_left (by
        linarith [log_le_sub_one_of_pos (show 0 < 1 + exp (-E / T) by positivity)]) hT.le)
    rw [integral_const_mul, i, Nat.cast_one, div_one, pow_one] at hm
    unfold emission
    linarith
```

## (k) One order further

Sharpen the upper bound to
$$J\le T^2z\left(1-\frac z4+\frac{z^2}9\right).$$

**Solution.** Part (g) with $x=b$ bounds $s$ by the integrand of (i) with $c=1/3$. The cubic term then integrates to $T^2z^3/9$.

```lean
/-- For `T > 0`, the emission integral is at most the Richardson value times
`1 - z/4 + z²/9`, where `z = exp(-W/T)`. -/
theorem emission_le_second_order {T : ℝ} (hT : 0 < T) (W : ℝ) :
    emission T W ≤
      T ^ 2 * exp (-W / T) * (1 - exp (-W / T) / 4 + exp (-W / T) ^ 2 / 9) := by
  obtain ⟨h, i⟩ := integral_cubic hT W (1 / 3)
  have hm := setIntegral_mono (integrableOn_supply hT W) h (fun E =>
    mul_le_mul_of_nonneg_left (by linarith [log_upper (exp_pos (-E / T)).le]) hT.le)
  rw [i] at hm
  unfold emission
  linarith
```

## (l) The coefficient one quarter

At fixed $T>0$, find the leading relative deficit for high barriers:
$$\lim_{W\to\infty}\frac{1-J/(T^2z)}z=\frac14.$$

**Solution.** Rearranging (j) and (k) gives
$$\frac14-\frac z9\le\frac{1-J/(T^2z)}z\le\frac14.$$
As $W\to\infty$, $z\to0$ and both bounds tend to $1/4$. No smaller constant can therefore replace $1/4$ in (j) for all $W$.

```lean
/-- At fixed `T > 0`, the relative deficit from the Richardson value, divided by `exp(-W/T)`,
tends to `1/4` as the barrier `W` grows. -/
theorem deficit_tendsto {T : ℝ} (hT : 0 < T) :
    Tendsto (fun W => (1 - emission T W / (T ^ 2 * exp (-W / T))) / exp (-W / T))
      atTop (𝓝 (1 / 4)) := by
  have hl := ((tendsto_boltzmann hT).div_const 9).const_sub (1 / 4)
  rw [zero_div, sub_zero] at hl
  refine tendsto_of_tendsto_of_tendsto_of_le_of_le hl tendsto_const_nhds
    (fun W => ?_) (fun W => ?_)
  · have h : emission T W / (T ^ 2 * exp (-W / T)) ≤
        1 - exp (-W / T) / 4 + exp (-W / T) ^ 2 / 9 := by
      rw [div_le_iff₀ (by positivity)]
      linarith [emission_le_second_order hT W]
    change 1 / 4 - exp (-W / T) / 9 ≤ _
    rw [le_div_iff₀ (exp_pos _)]
    linarith
  · have h : 1 - exp (-W / T) / 4 ≤ emission T W / (T ^ 2 * exp (-W / T)) := by
      rw [le_div_iff₀ (by positivity)]
      linarith [(emission_bounds hT W).1]
    change _ ≤ (1 / 4 : ℝ)
    rw [div_le_iff₀ (exp_pos _)]
    linarith
```

## (m) The cold limit

At fixed $W>0$, show that the Richardson value becomes exact in ratio:
$$\lim_{T\to0^+}\frac J{T^2z}=1.$$

**Solution.** By (j), the ratio lies between $1-z/4$ and $1$. Since $-W/T\to-\infty$, $z\to0$ and the ratio is squeezed to $1$. In Lean, `𝓝[>] 0` means approach from above.

The limiting case $W=0$ behaves differently. Substituting $E=Tu$ gives $J=T^2\int_0^\infty\ln(1+e^{-u})\,du=\pi^2T^2/12$, a classical integral quoted here without a Lean proof. The ratio is then about $0.822$ at every temperature, so $W\ge0$ would not suffice for the limit.

```lean
/-- For a fixed barrier `W > 0`, the ratio of the emission integral to `T² exp(-W/T)` tends to
one as the temperature tends to zero from above. -/
theorem richardson_limit {W : ℝ} (hW : 0 < W) :
    Tendsto (fun T => emission T W / (T ^ 2 * exp (-W / T))) (𝓝[>] 0) (𝓝 1) := by
  have hz : Tendsto (fun T : ℝ => exp (-W / T)) (𝓝[>] 0) (𝓝 0) := by
    simp only [div_eq_mul_inv]
    exact tendsto_exp_atBot.comp
      (tendsto_inv_nhdsGT_zero.const_mul_atTop_of_neg (neg_lt_zero.2 hW))
  have hl := (hz.div_const 4).const_sub 1
  rw [zero_div, sub_zero] at hl
  refine tendsto_of_tendsto_of_tendsto_of_le_of_le' hl tendsto_const_nhds ?_ ?_
  · filter_upwards [self_mem_nhdsWithin] with T hT
    have hT' : 0 < T := hT
    rw [le_div_iff₀ (by positivity)]
    linarith [(emission_bounds hT' W).1]
  · filter_upwards [self_mem_nhdsWithin] with T hT
    have hT' : 0 < T := hT
    rw [div_le_iff₀ (by positivity)]
    linarith [(emission_bounds hT' W).2]

end

end ThermionicEmission
```

```lean
#print axioms ThermionicEmission.integral_fermi
-- 'ThermionicEmission.integral_fermi' depends on axioms: [propext, Classical.choice, Quot.sound]
#print axioms ThermionicEmission.emission_bounds
-- 'ThermionicEmission.emission_bounds' depends on axioms: [propext, Classical.choice, Quot.sound]
#print axioms ThermionicEmission.deficit_tendsto
-- 'ThermionicEmission.deficit_tendsto' depends on axioms: [propext, Classical.choice, Quot.sound]
#print axioms ThermionicEmission.richardson_limit
-- 'ThermionicEmission.richardson_limit' depends on axioms: [propext, Classical.choice, Quot.sound]
```
